# The inversion centres of diamond lie midway between atoms of opposite sublattices

## Two atoms and a bond

Put one carbon atom at 0 and a neighbour at d = (1/4, 1/4, 1/4), with the cube edge as unit of length. Inversion through the bond midpoint d/2 exchanges the two. Inversion through the atom at 0 sends the neighbour to −d, where the crystal has no atom.

To see this, let L be the fcc lattice, the vectors n/2 with n = (n₀, n₁, n₂) an integer vector of even sum. The crystal D consists of the points x with x ∈ L or x − d ∈ L. The point −d is not in L, since that would need nᵢ = −1/2. Nor is −d − d = −2d, since that would need n = (−1, −1, −1), whose sum is odd. Hence neither d nor 2d lies in L.

## Which points are centres

Inversion through c sends x to 2c − x. The criterion is

2c − d ∈ L.

Suppose c is a centre. The images of 0 and d are 2c and 2c − d, and both lie in D. If the criterion failed, 2c would have to be in L and 2c − d in d + L. Then L would contain

2c − (2c − 2d) = 2d,

which is false.

Conversely, assume the criterion. For x ∈ L, and for x − d ∈ L respectively,

(2c − x) − d = (2c − d) − x ∈ L,
2c − x = (2c − d) − (x − d) ∈ L.

Every atom lands on an atom of the other sublattice. Inverting twice restores x, so the map is onto D.

An atom c cannot satisfy the criterion, because L would then contain d:

d = 2c − (2c − d) if c ∈ L,
d = (2c − d) − 2(c − d) if c − d ∈ L.

In the fcc lattice alone, by contrast, every atom c is a centre, since 2c − x ∈ L for x ∈ L.

## Midpoints with and without a bond

If c = (a + b)/2 with a ∈ L and b − d ∈ L, then 2c − d = a + (b − d) ∈ L. Conversely, a centre c is the midpoint of a = 0 and b = 2c. The centres are therefore exactly the midpoints between opposite sublattices.

Not all of them sit on bonds. For c = (5/8, 5/8, 5/8), 2c − d = (1, 1, 1), which is n/2 with n = (2, 2, 2). The coordinate differences from c to an atom are (4nᵢ − 5)/8 or (4nᵢ − 3)/8, according to the sublattice. The square of the numerator is 1 if nᵢ = 1 and at least 9 otherwise. The nᵢ cannot all be 1, as their sum is even, so the squared distance is at least (9 + 1 + 1)/64 = 11/64. From a bond midpoint to its atoms it is 3/64.

## Origin choice and atomic species

In a structure-factor calculation for identical atoms with real form factor f, moving the origin to the bond midpoint puts the two basis atoms at ±d/2, and the sum of f exp(−iG·r) over their positions r becomes real for every reciprocal lattice vector G:

F(G) = 2f cos(G·d/2).

Plane-wave codes can use the same origin to make the Hamiltonian matrix real for a real, local, inversion-symmetric potential.

The model could also have labelled each sublattice by species and required inversion to preserve the labels. With two different species, as in zincblende, no centre would remain, because every centre of D exchanges the sublattices.

## The crystal in Lean

Points are functions `Fin 3 → ℝ`; `fcc` is L as an additive subgroup, `shift` is d and `diamond` is D. `IsInversionCentre S c` says that the image of S under inversion equals S. The crystal is infinite, perfect and static, with identical point atoms. Squared distance is written as an explicit sum of squares.

```lean
import Mathlib

namespace DiamondInversionCentres

noncomputable section

/-- The face-centred cubic lattice with unit cube edge: the vectors `n / 2` with `n` an integer
vector of even coordinate sum. -/
def fcc : AddSubgroup (Fin 3 → ℝ) where
  carrier := {x | ∃ n : Fin 3 → ℤ, Even (∑ i, n i) ∧ ∀ i, x i = (n i : ℝ) / 2}
  zero_mem' := ⟨0, by simp, by simp⟩
  add_mem' := by
    rintro x y ⟨n, hn, hx⟩ ⟨m, hm, hy⟩
    refine ⟨n + m, ?_, fun i => ?_⟩
    · simp only [Pi.add_apply, Finset.sum_add_distrib]
      exact hn.add hm
    · simp only [Pi.add_apply, hx, hy, Int.cast_add]
      ring
  neg_mem' := by
    rintro x ⟨n, hn, hx⟩
    refine ⟨-n, ?_, fun i => ?_⟩
    · simp only [Pi.neg_apply, Finset.sum_neg_distrib]
      exact hn.neg
    · simp only [Pi.neg_apply, hx, Int.cast_neg]
      ring

/-- The vector `d = (1/4, 1/4, 1/4)` from one sublattice of diamond to the other. -/
def shift : Fin 3 → ℝ := fun _ => 1 / 4

/-- The atoms of diamond: the fcc lattice together with its copy displaced by `d`. -/
def diamond : Set (Fin 3 → ℝ) := {x | x ∈ fcc ∨ x - shift ∈ fcc}

/-- Inversion through the point `c`, which sends `x` to `2c - x`. -/
def inversion (c x : Fin 3 → ℝ) : Fin 3 → ℝ := (2 : ℝ) • c - x

/-- The point `c` is an inversion centre of `S` if inversion through `c` carries `S` onto `S`. -/
def IsInversionCentre (S : Set (Fin 3 → ℝ)) (c : Fin 3 → ℝ) : Prop :=
  inversion c '' S = S

/-- The point `c` is an inversion centre of `S` if and only if inversion through `c` sends every
point of `S` to a point of `S`. -/
theorem isInversionCentre_iff (S : Set (Fin 3 → ℝ)) (c : Fin 3 → ℝ) :
    IsInversionCentre S c ↔ ∀ x ∈ S, inversion c x ∈ S := by
  constructor
  · intro h x hx
    have h1 := Set.mem_image_of_mem (inversion c) hx
    unfold IsInversionCentre at h
    rwa [h] at h1
  · intro h
    show inversion c '' S = S
    apply Set.Subset.antisymm
    · rintro _ ⟨x, hx, rfl⟩
      exact h x hx
    · -- inverting twice gives back the atom
      intro x hx
      exact ⟨inversion c x, h x hx, by simp [inversion]⟩

/-- Neither `d` nor `2d` is a vector of the fcc lattice. -/
theorem shift_notMem : shift ∉ fcc ∧ shift + shift ∉ fcc := by
  constructor
  · rintro ⟨n, -, hx⟩
    have h : (1 / 4 : ℝ) = (n 0 : ℝ) / 2 := hx 0
    have h2 : 2 * n 0 = 1 := by
      exact_mod_cast (by linarith : 2 * (n 0 : ℝ) = 1)
    omega
  · rintro ⟨n, hn, hx⟩
    have h : ∀ i, n i = 1 := fun i => by
      have h1 : (1 / 4 : ℝ) + 1 / 4 = (n i : ℝ) / 2 := hx i
      exact_mod_cast (by linarith : (n i : ℝ) = 1)
    -- the coordinate sum would be three, which is odd
    rw [Fin.sum_univ_three, h 0, h 1, h 2] at hn
    exact absurd hn (by decide)

/-- Inversion through `c` preserves the diamond structure if and only if `2c - d` is a vector of
the fcc lattice. -/
theorem diamond_inversion_iff (c : Fin 3 → ℝ) :
    IsInversionCentre diamond c ↔ (2 : ℝ) • c - shift ∈ fcc := by
  rw [isInversionCentre_iff]
  constructor
  · intro h
    -- follow the atoms at the origin and at `d`
    have h0 := h 0 (Or.inl fcc.zero_mem)
    have hd := h shift (Or.inr (by rw [sub_self]; exact fcc.zero_mem))
    simp only [inversion, sub_zero] at h0 hd
    rcases h0 with h0 | h0
    · rcases hd with hd | hd
      · exact hd
      · have h2 := fcc.sub_mem h0 hd
        have e : (2 : ℝ) • c - ((2 : ℝ) • c - shift - shift) = shift + shift := by module
        rw [e] at h2
        exact absurd h2 shift_notMem.2
    · exact h0
  · -- the two sublattices are exchanged
    intro h x hx
    rcases hx with hx | hx
    · right
      have e : inversion c x - shift = ((2 : ℝ) • c - shift) - x := by
        unfold inversion; module
      rw [e]
      exact fcc.sub_mem h hx
    · left
      have e : inversion c x = ((2 : ℝ) • c - shift) - (x - shift) := by
        unfold inversion; module
      rw [e]
      exact fcc.sub_mem h hx

/-- No atom of diamond is an inversion centre of the structure. -/
theorem atom_not_inversionCentre (c : Fin 3 → ℝ) (hc : c ∈ diamond) :
    ¬ IsInversionCentre diamond c := by
  rw [diamond_inversion_iff]
  intro h
  apply shift_notMem.1
  rcases hc with hc | hc
  · have e : shift = c + c - ((2 : ℝ) • c - shift) := by module
    rw [e]
    exact fcc.sub_mem (fcc.add_mem hc hc) h
  · have e : shift = ((2 : ℝ) • c - shift) - (c - shift) - (c - shift) := by module
    rw [e]
    exact fcc.sub_mem (fcc.sub_mem h hc) hc

/-- In the fcc lattice alone, every atom is an inversion centre. -/
theorem fcc_atom_inversionCentre (c : Fin 3 → ℝ) (hc : c ∈ fcc) :
    IsInversionCentre (fcc : Set (Fin 3 → ℝ)) c := by
  rw [isInversionCentre_iff]
  intro x hx
  have e : inversion c x = c + c - x := by unfold inversion; module
  rw [e]
  exact fcc.sub_mem (fcc.add_mem hc hc) hx

/-- The inversion centres of diamond are exactly the midpoints between an atom of one sublattice
and an atom of the other. -/
theorem inversionCentre_iff_midpoint (c : Fin 3 → ℝ) :
    IsInversionCentre diamond c ↔
      ∃ a b : Fin 3 → ℝ, a ∈ fcc ∧ b - shift ∈ fcc ∧ c = (1 / 2 : ℝ) • (a + b) := by
  rw [diamond_inversion_iff]
  constructor
  · intro h
    exact ⟨0, (2 : ℝ) • c, fcc.zero_mem, h, by module⟩
  · rintro ⟨a, b, ha, hb, rfl⟩
    have e : (2 : ℝ) • ((1 / 2 : ℝ) • (a + b)) - shift = a + (b - shift) := by module
    rw [e]
    exact fcc.add_mem ha hb

/-- The midpoint of the bond from the origin to `d` is an inversion centre of diamond. -/
theorem bond_midpoint_inversionCentre :
    IsInversionCentre diamond ((1 / 2 : ℝ) • shift) := by
  rw [inversionCentre_iff_midpoint]
  exact ⟨0, shift, fcc.zero_mem, by rw [sub_self]; exact fcc.zero_mem, by module⟩

/-- The point `(5/8, 5/8, 5/8)` is an inversion centre of diamond, and every atom lies at a
squared distance of at least `11/64` from it. -/
theorem void_inversionCentre :
    IsInversionCentre diamond (fun _ => 5 / 8) ∧
      ∀ x ∈ diamond, (11 / 64 : ℝ) ≤ ∑ i, (x i - 5 / 8) ^ 2 := by
  -- in units of 1/8 the coordinate differences are odd, and not all three can be ±1
  have key : ∀ (s : ℤ) (n : Fin 3 → ℤ), s = 3 ∨ s = 5 → Even (∑ i, n i) →
      11 ≤ (4 * n 0 - s) ^ 2 + (4 * n 1 - s) ^ 2 + (4 * n 2 - s) ^ 2 := by
    intro s n hs hn
    have nine : ∀ k : ℤ, k ≠ 1 → 9 ≤ (4 * k - s) ^ 2 := by
      intro k hk
      rcases lt_or_gt_of_ne hk with h | h
      · have h1 : 4 * k - s ≤ -3 := by omega
        nlinarith
      · have h1 : 3 ≤ 4 * k - s := by omega
        nlinarith
    have one : ∀ k : ℤ, 1 ≤ (4 * k - s) ^ 2 := by
      intro k
      by_cases hk : k = 1
      · rcases hs with hs | hs <;> rw [hk, hs] <;> norm_num
      · linarith [nine k hk]
    have h0 := one (n 0)
    have h1 := one (n 1)
    have h2 := one (n 2)
    by_cases k0 : n 0 = 1
    · by_cases k1 : n 1 = 1
      · by_cases k2 : n 2 = 1
        · rw [Fin.sum_univ_three, k0, k1, k2] at hn
          exact absurd hn (by decide)
        · linarith [nine _ k2]
      · linarith [nine _ k1]
    · linarith [nine _ k0]
  constructor
  · rw [diamond_inversion_iff]
    refine ⟨fun _ => 2, by rw [Fin.sum_univ_three]; decide, fun i => ?_⟩
    show (2 : ℝ) * (5 / 8) - 1 / 4 = ((2 : ℤ) : ℝ) / 2
    norm_num
  · intro x hx
    rw [Fin.sum_univ_three]
    rcases hx with ⟨n, hn, hx⟩ | ⟨n, hn, hx⟩
    · have h : (11 : ℝ) ≤ (4 * n 0 - 5) ^ 2 + (4 * n 1 - 5) ^ 2 + (4 * n 2 - 5) ^ 2 := by
        exact_mod_cast key 5 n (Or.inr rfl) hn
      rw [hx 0, hx 1, hx 2]
      nlinarith [h]
    · have h : (11 : ℝ) ≤ (4 * n 0 - 3) ^ 2 + (4 * n 1 - 3) ^ 2 + (4 * n 2 - 3) ^ 2 := by
        exact_mod_cast key 3 n (Or.inl rfl) hn
      have e : ∀ i, x i = (n i : ℝ) / 2 + 1 / 4 := fun i => by
        have h1 : x i - 1 / 4 = (n i : ℝ) / 2 := hx i
        linarith
      rw [e 0, e 1, e 2]
      nlinarith [h]

end

end DiamondInversionCentres
```

```lean
#print axioms DiamondInversionCentres.fcc_atom_inversionCentre
#print axioms DiamondInversionCentres.inversionCentre_iff_midpoint
#print axioms DiamondInversionCentres.bond_midpoint_inversionCentre
#print axioms DiamondInversionCentres.void_inversionCentre
```

```
'DiamondInversionCentres.fcc_atom_inversionCentre' depends on axioms: [propext, Classical.choice, Quot.sound]
'DiamondInversionCentres.inversionCentre_iff_midpoint' depends on axioms: [propext, Classical.choice, Quot.sound]
'DiamondInversionCentres.bond_midpoint_inversionCentre' depends on axioms: [propext, Classical.choice, Quot.sound]
'DiamondInversionCentres.void_inversionCentre' depends on axioms: [propext, Classical.choice, Quot.sound]
```

## From lattice vectors to the checked proof

`isInversionCentre_iff` reduces equality of sets to sending atoms to atoms. `shift_notMem` supplies the two exclusions, the second by parity.

In `diamond_inversion_iff`, `h0` and `hd` say that the images of 0 and d are atoms. The `rcases` steps split them by sublattice, and only one combination needs the contradiction with 2d. In this proof `module` checks the vector identities, and closure of `fcc` under differences does the rest.

`atom_not_inversionCentre` and `inversionCentre_iff_midpoint` both start from this criterion. In `void_inversionCentre`, `key` is the integer bound 11, with `s` equal to 5 or 3 for the two sublattices; `nine` and `one` bound the individual squares.
